# For a self-energy with non-negative pole strengths, quasiparticle weights sum to at most one

The model is a scalar Dyson equation `E = e + S(E)` with real `e`, whose self-energy `S(w) = s + ∑ b_j / (w - d_j)` has a real static part, finitely many real poles and strengths `b_j ≥ 0`. The theorem `sum_weight_le_one` says that for any finite set of distinct real solutions `E`, none of them at a pole `d_j`, the weights `Z_E = 1 / (1 - S'(E))` add up to at most one. With `T` the sum of the weights and `a_j = ∑ Z_E / (E - d_j)`, the attempt uses the orthogonality relation between different solutions to show `T + ∑ b_j a_j / (E - d_j) = 1` for each `E` in the set. Multiplying by `Z_E` and summing gives `T² + ∑ b_j a_j² = T`, hence `T² ≤ T` and so `T ≤ 1`.

The first attempt, which Lean rejects:

```lean
import Mathlib

open Filter Topology

namespace SumWeightLeOne

noncomputable section

variable {ι : Type*} [Fintype ι]

/-- The self-energy `S(w) = s + ∑ b_j / (w - d_j)` at complex frequency `w`, with static part `s`,
pole positions `d_j` and pole strengths `b_j`; its domain is `w ≠ d_j` for all `j`. -/
def selfEnergy (s : ℝ) (b d : ι → ℝ) (w : ℂ) : ℂ :=
  s + ∑ j, (b j : ℂ) / (w - d j)

/-- The slope `-∑ b_j / (E - d_j)²` of the self-energy at a real energy `E` different from
every `d_j`. -/
def selfEnergySlope (b d : ι → ℝ) (E : ℝ) : ℝ :=
  -∑ j, b j / (E - d j) ^ 2

/-- The quasiparticle weight `Z = 1 / (1 - S'(E))`, for `E` different from every `d_j` and
`S'(E) ≠ 1`. -/
def quasiparticleWeight (b d : ι → ℝ) (E : ℝ) : ℝ :=
  1 / (1 - selfEnergySlope b d E)

/-- A real energy `E`, away from the poles of the self-energy, that solves `E = e + S(E)`. -/
def IsQuasiparticleEnergy (e s : ℝ) (b d : ι → ℝ) (E : ℝ) : Prop :=
  (∀ j, E ≠ d j) ∧ (E : ℂ) = e + selfEnergy s b d E

/-- If `E` is a quasiparticle energy, the inverse Green's function factorises at every `w` away
from the poles of `S`: `w - e - S(w) = (w - E) (1 + ∑ b_j / ((w - d_j)(E - d_j)))`. -/
theorem inverse_green_factor {e s : ℝ} {b d : ι → ℝ} {E : ℝ}
    (hE : IsQuasiparticleEnergy e s b d E) {w : ℂ} (hw : ∀ j, w ≠ d j) :
    w - e - selfEnergy s b d w =
      (w - E) * (1 + ∑ j, (b j : ℂ) / ((w - d j) * (E - d j))) := by
  have hs : ∑ j, (b j : ℂ) / ((E : ℂ) - d j) - ∑ j, (b j : ℂ) / (w - d j) =
      (w - E) * ∑ j, (b j : ℂ) / ((w - d j) * (E - d j)) := by
    rw [← Finset.sum_sub_distrib, Finset.mul_sum]
    refine Finset.sum_congr rfl fun j _ => ?_
    have h1 : (E : ℂ) - d j ≠ 0 := sub_ne_zero.2 (by exact_mod_cast hE.1 j)
    have h2 : w - d j ≠ 0 := sub_ne_zero.2 (hw j)
    rw [div_sub_div _ _ h1 h2, mul_div_assoc',
      div_eq_div_iff (mul_ne_zero h1 h2) (mul_ne_zero h2 h1)]
    ring
  have h := hE.2
  unfold selfEnergy at h ⊢
  linear_combination h + hs

/-- Two different quasiparticle energies `E` and `E'` of the same Dyson equation satisfy the
orthogonality relation `1 + ∑ b_j / ((E - d_j)(E' - d_j)) = 0`. -/
theorem quasiparticle_orthogonality {e s : ℝ} {b d : ι → ℝ} {E E' : ℝ}
    (hE : IsQuasiparticleEnergy e s b d E) (hE' : IsQuasiparticleEnergy e s b d E')
    (hne : E ≠ E') : 1 + ∑ j, b j / ((E - d j) * (E' - d j)) = 0 := by
  have h := inverse_green_factor hE' (w := (E : ℂ)) fun j => by exact_mod_cast hE.1 j
  have h0 : (E : ℂ) - e - selfEnergy s b d E = 0 := by linear_combination hE.2
  rw [h0] at h
  have h1 := (mul_eq_zero.1 h.symm).resolve_left (sub_ne_zero.2 (by exact_mod_cast hne))
  exact_mod_cast h1

/-- For `b_j ≥ 0`, the weights of any finite set of distinct quasiparticle energies of one Dyson
equation add up to at most one. -/
theorem sum_weight_le_one {e s : ℝ} {b d : ι → ℝ} (hb : ∀ j, 0 ≤ b j) (P : Finset ℝ)
    (hP : ∀ E ∈ P, IsQuasiparticleEnergy e s b d E) :
    ∑ E ∈ P, quasiparticleWeight b d E ≤ 1 := by
  obtain ⟨T, hT⟩ : ∃ T, T = ∑ E ∈ P, quasiparticleWeight b d E := ⟨_, rfl⟩
  obtain ⟨a, ha⟩ : ∃ a : ι → ℝ, ∀ j, a j = ∑ E ∈ P, quasiparticleWeight b d E / (E - d j) :=
    ⟨_, fun _ => rfl⟩
  -- orthogonality leaves only the diagonal term, which is normalised by Z
  have hrow : ∀ E ∈ P, T + ∑ j, b j / (E - d j) * a j = 1 := by
    intro E hE
    have h1 : ∑ j, b j / (E - d j) * a j = ∑ E' ∈ P, quasiparticleWeight b d E' *
        ∑ j, b j / ((E - d j) * (E' - d j)) := by
      simp only [ha, Finset.mul_sum]
      rw [Finset.sum_comm]
      exact Finset.sum_congr rfl fun E' _ => Finset.sum_congr rfl fun j _ => by ring
    have h2 : ∑ E' ∈ P, quasiparticleWeight b d E' *
        (1 + ∑ j, b j / ((E - d j) * (E' - d j))) = 1 := by
      rw [Finset.sum_eq_single_of_mem E hE fun E' hE' hne => by
        rw [quasiparticle_orthogonality (hP E hE) (hP E' hE') hne.symm, mul_zero]]
      have h3 : 1 + ∑ j, b j / ((E - d j) * (E - d j)) = 1 - selfEnergySlope b d E := by
        simp [selfEnergySlope, pow_two]
      have h4 : selfEnergySlope b d E ≤ 0 :=
        neg_nonpos.2 (Finset.sum_nonneg fun j _ => div_nonneg (hb j) (sq_nonneg _))
      rw [h3, quasiparticleWeight]
      exact one_div_mul_cancel (by linarith)
    rw [h1, hT, ← Finset.sum_add_distrib, ← h2]
    exact Finset.sum_congr rfl fun E' _ => by ring
  have hQ : ∑ E ∈ P, quasiparticleWeight b d E * ∑ j, b j / (E - d j) * a j =
      ∑ j, b j * a j ^ 2 := by
    simp only [Finset.mul_sum]
    rw [Finset.sum_comm]
    refine Finset.sum_congr rfl fun j _ => ?_
    have h : b j * a j ^ 2 =
        (b j * a j) * ∑ E ∈ P, quasiparticleWeight b d E / (E - d j) := by
      rw [← ha j]; ring
    rw [h, Finset.mul_sum]
    exact Finset.sum_congr rfl fun E _ => by ring
  -- average the rows with the weights: T² + ∑ b_j a_j² = T
  have hsum : T * T + ∑ j, b j * a j ^ 2 = T := by
    have h : ∑ E ∈ P, quasiparticleWeight b d E * (T + ∑ j, b j / (E - d j) * a j) = T := by
      rw [hT]
      refine Finset.sum_congr rfl fun E hE => ?_
      rw [← hT, hrow E hE, mul_one]
    simp only [mul_add, Finset.sum_add_distrib] at h
    rw [← Finset.sum_mul, ← hT, hQ] at h
    exact h
  have hnonneg : 0 ≤ ∑ j, b j * a j ^ 2 :=
    Finset.sum_nonneg fun j _ => mul_nonneg (hb j) (sq_nonneg _)
  rw [← hT]
  by_contra hlt
  nlinarith [not_le.1 hlt]

end

end SumWeightLeOne
```

The compiler's answer:

```
Try this:
  [apply] ring_nf
  
  The `ring` tactic failed to close the goal. Use `ring_nf` to obtain a normal form.
    
  Note that `ring` works primarily in *commutative* rings. If you have a noncommutative ring, abelian group or module, consider using `noncomm_ring`, `abel` or `module` instead.
Main.lean:75:77: error: unsolved goals
ι : Type u_1
inst✝ : Fintype ι
e s : ℝ
b d : ι → ℝ
hb : ∀ (j : ι), 0 ≤ b j
P : Finset ℝ
hP : ∀ E ∈ P, IsQuasiparticleEnergy e s b d E
T : ℝ
hT : T = ∑ E ∈ P, quasiparticleWeight b d E
a : ι → ℝ
ha : ∀ (j : ι), a j = ∑ E ∈ P, quasiparticleWeight b d E / (E - d j)
E : ℝ
hE : E ∈ P
E' : ℝ
x✝¹ : E' ∈ P
j : ι
x✝ : j ∈ Finset.univ
⊢ b j * (E - d j)⁻¹ * quasiparticleWeight b d E' * (-d j + E')⁻¹ =
    b j * quasiparticleWeight b d E' * (-(E * d j) + E * E' - d j * E' + d j ^ 2)⁻¹
```

This version goes through:

```diff
@@ -73,5 +73,6 @@
       simp only [ha, Finset.mul_sum]
       rw [Finset.sum_comm]
-      exact Finset.sum_congr rfl fun E' _ => Finset.sum_congr rfl fun j _ => by ring
+      refine Finset.sum_congr rfl fun E' _ => Finset.sum_congr rfl fun j _ => ?_
+      rw [div_mul_div_comm, mul_div_assoc', mul_comm (b j)]
     have h2 : ∑ E' ∈ P, quasiparticleWeight b d E' *
         (1 + ∑ j, b j / ((E - d j) * (E' - d j))) = 1 := by
@@ -96,5 +97,5 @@
     rw [h, Finset.mul_sum]
     exact Finset.sum_congr rfl fun E _ => by ring
-  -- average the rows with the weights: T² + ∑ b_j a_j² = T
+  -- multiply each row by its weight and sum: T² + ∑ b_j a_j² = T
   have hsum : T * T + ∑ j, b j * a j ^ 2 = T := by
     have h : ∑ E ∈ P, quasiparticleWeight b d E * (T + ∑ j, b j / (E - d j) * a j) = T := by
```

What went wrong. The error and the `ring_nf` suggestion both come from the `ring` that ends the proof of `h1`. There, for each `E'` and `j`, the product of `b j / (E - d j)` and `Z_E' / (E' - d j)` must equal `Z_E'` times `b j / ((E - d j) * (E' - d j))`. The identity is true, but `ring` multiplies out the denominator on the right before inverting it. The goal left over shows the result: two separate inverses on the left, and on the right the inverse of one expanded polynomial, which `ring` does not factor back.

The repair leaves the denominators unexpanded. `div_mul_div_comm` merges the two fractions on the left into one over `(E - d j) * (E' - d j)`, `mul_div_assoc'` moves the weight on the right into the numerator, and `mul_comm (b j)` puts the left numerator in the same order. The two sides are then identical, and `rw` closes the goal by reflexivity.

The reworded comment is mere tidying: the step is a weighted sum, and the weights need not add up to one, as an average would require.
